# Inversion and mirror rules for the Dzyaloshinskii–Moriya vector of a real 3×3 exchange tensor

Two magnetic atoms sit on a bond along x in a crystal with spin–orbit coupling, and the plane z = 0, which contains the bond, is a mirror plane. A relativistic multiple-scattering calculation in the disordered-local-moment state gives me a 3×3 exchange tensor J for this pair, with energy u·Jv for moment directions u and v. From its antisymmetric entries I read off a Dzyaloshinskii–Moriya vector D.

The mirror leaves both atoms in place, so it should leave D alone as well, and an arrow that a mirror leaves alone lies in the mirror plane. Moriya's rule says that D is perpendicular to that plane. Where does my argument go wrong? Could part of D be shifted into the symmetric anisotropy instead? And do the rules still hold when the mirror is tilted against my coordinate axes?

## D is axial, so a mirror preserves its normal component

Your argument treats D as a polar vector. D multiplies u × v and transforms as an axial vector: a mirror keeps its component along the normal and reverses the components in the plane. An unchanged D therefore points along the normal, whatever the orientation of the mirror. As long as both moments are referred to the same axes, nothing can be shifted between D and the symmetric anisotropy, because the splitting of the energy is unique.

**Splitting the energy.** Number the axes x, y, z as 0, 1, 2. Let c = tr J/3, let 1 stand for the unit matrix where a matrix is needed, and write

S = (J + Jᵀ)/2 − c 1,  A = (J − Jᵀ)/2.

Then J = c 1 + S + A, where S is symmetric with trace tr J − 3c = 0. The antisymmetric part A has three independent entries, which are collected in

D = (A₁₂, A₂₀, A₀₁).

Its contribution to the energy is

u·Av = A₁₂(u₁v₂ − u₂v₁) + A₂₀(u₂v₀ − u₀v₂) + A₀₁(u₀v₁ − u₁v₀) = D·(u × v),

and so

u·Jv = c u·v + u·Sv + D·(u × v).

Now suppose that some c′, a symmetric traceless S′ and a vector D′ give the same energy for all u and v. Moments along axes i and j pick out the entry Jᵢⱼ. The diagonal entries are Jᵢᵢ = c′ + S′ᵢᵢ, and their sum gives c′ = tr J/3. Symmetrising the entries gives (J + Jᵀ)/2 = c′ 1 + S′, hence S′ = S. Antisymmetrising them gives D′ = D.

**Transforming D.** Let M be any real 3×3 matrix. The antisymmetric part of MJMᵀ is MAMᵀ. For (i, j, k) a cyclic order of (0, 1, 2), component i of the new vector is

(MAMᵀ)ⱼₖ = Σ_{p,q} Mⱼₚ Aₚq Mₖq = Σ_{(p,q,r) cyclic} (Mⱼₚ Mₖq − Mⱼq Mₖₚ) Dᵣ.

The bracket is the cofactor of Mᵢᵣ. Hence D(MJMᵀ) = cof(M) D(J), where cof(M) is the transpose of the adjugate adj(M). If R is orthogonal, then

adj(R) = adj(R) R Rᵀ = det(R) Rᵀ,

and transposing gives cof(R) = det(R) R. This is the axial law

D(RJRᵀ) = det(R) R D(J).

**Inserting a mirror.** For a unit normal n, the reflection is P = 1 − 2nnᵀ. It satisfies

PPᵀ = 1 − 4nnᵀ + 4(n·n)nnᵀ = 1,

and det P = −1, since P reverses n and fixes the two directions perpendicular to it. With PD = D − 2(n·D)n, the axial law becomes

D(PJPᵀ) = −D + 2(n·D)n.

Moments are axial too and go to −Pu and −Pv, but the two minus signs cancel in a bilinear energy. A mirror that fixes both sites therefore requires PJPᵀ = J. A mirror that swaps the sites also exchanges the roles of u and v, which requires PJPᵀ = Jᵀ. The two cases give:

- Sites fixed: D = −D + 2(n·D)n, so D = (n·D)n, which is along the normal.
- Sites swapped: D(Jᵀ) = −D, so −D = −D + 2(n·D)n. Thus (n·D)n = 0, and the scalar product with n gives n·D = 0.

An inversion centre at the bond midpoint swaps the sites and leaves axial moments unchanged, so J = Jᵀ and D = 0. On your bond, the mirror z = 0 puts D along z.

## What the Lean theorems say about the pair

The tensor J is a `Matrix (Fin 3) (Fin 3) ℝ`, with no assumption on its entries, and `Fin 3` supplies the indices 0, 1, 2. In the notation, `⬝ᵥ` is the scalar product, `*ᵥ` applies a matrix to a vector, and `⨯₃` is the cross product. The definitions `isotropic`, `anisotropic` and `dmVector` are c, S and D. The letter S here denotes a matrix, not a spin.

The energy is taken as +u·Jv. With a Hamiltonian written as −u·Jv, the physical coefficients of all three terms change sign. Reversing the order of the two sites reverses D.

`exchange_decomposition` states the symmetry and tracelessness of S together with the energy identity, for vectors u and v of any length. `exchange_decomposition_unique` states that no other triple of this kind reproduces the energy. `dmVector_conj` is the cofactor law for every M, and `dmVector_axial` is its orthogonal case, with orthogonality written as `R * Rᵀ = 1`.

The matrix `mirror n` is defined for every n, but it is a reflection only for a unit vector, which is why the mirror rules carry the hypothesis `n ⬝ᵥ n = 1`. `moriya_mirror_fixing` and `moriya_mirror_swapping` are the two cases above. `moriya_inversion` says that D vanishes exactly when J is symmetric; a vanishing D does not by itself imply an inversion centre in the crystal. Moriya's rules for rotation axes have no theorem here; they would start from the axial law with det(R) = 1.

The step left to physics is the one from a crystal symmetry to the matrix equation for J. It relies on both moments transforming by the same orthogonal matrix, up to a common sign that drops out, and on a pair energy that respects the symmetry. For exchange tensors from relativistic electronic-structure calculations, the rules then tell which components of D must vanish on a given bond, as long as the pair energy is bilinear and the reference state has the symmetry in question.

The last theorem, `moriya_mirror_witness`, fits your bond. Its tensor has D = (0, 0, d), is unchanged by the mirror with normal z, and is transposed by the mirror with normal x, which would bisect a bond along x. Both conditions together thus permit a nonzero D.

```lean
import Mathlib

open Matrix

namespace ExchangeTensor

noncomputable section

/-- The isotropic (Heisenberg) exchange constant: one third of the trace of the exchange tensor. -/
def isotropic (J : Matrix (Fin 3) (Fin 3) ℝ) : ℝ := J.trace / 3

/-- The anisotropic symmetric exchange: the symmetrised exchange tensor minus its isotropic part. -/
def anisotropic (J : Matrix (Fin 3) (Fin 3) ℝ) : Matrix (Fin 3) (Fin 3) ℝ :=
  (1 / 2 : ℝ) • (J + Jᵀ) - isotropic J • (1 : Matrix (Fin 3) (Fin 3) ℝ)

/-- The Dzyaloshinskii-Moriya vector, read off from the antisymmetric part of the exchange
tensor. -/
def dmVector (J : Matrix (Fin 3) (Fin 3) ℝ) : Fin 3 → ℝ :=
  ![(J 1 2 - J 2 1) / 2, (J 2 0 - J 0 2) / 2, (J 0 1 - J 1 0) / 2]

/-- The matrix `1 - 2 n nᵀ`, which for a unit vector `n` is the mirror reflection with
normal `n`. -/
def mirror (n : Fin 3 → ℝ) : Matrix (Fin 3) (Fin 3) ℝ :=
  1 - (2 : ℝ) • vecMulVec n n

/-- The pair energy `u · J v` is the sum of a Heisenberg term, a symmetric traceless anisotropy
and a Dzyaloshinskii-Moriya term `D · (u × v)`. -/
theorem exchange_decomposition (J : Matrix (Fin 3) (Fin 3) ℝ) :
    (anisotropic J)ᵀ = anisotropic J ∧ (anisotropic J).trace = 0 ∧
    ∀ u v : Fin 3 → ℝ, u ⬝ᵥ J *ᵥ v =
      isotropic J * (u ⬝ᵥ v) + u ⬝ᵥ anisotropic J *ᵥ v + dmVector J ⬝ᵥ (u ⨯₃ v) := by
  refine ⟨?_, ?_, ?_⟩
  · ext i j
    fin_cases i <;> fin_cases j <;> simp [anisotropic] <;> ring
  · simp [anisotropic, isotropic, Matrix.trace_fin_three]
    ring
  · intro u v
    simp [anisotropic, dmVector, cross_apply, Matrix.mulVec, dotProduct,
      Fin.sum_univ_three, Matrix.one_apply]
    ring

/-- The splitting is unique: if a constant `c`, a symmetric traceless `S` and a vector `D`
reproduce the pair energy for all moments, they are the three parts defined above. -/
theorem exchange_decomposition_unique (J S : Matrix (Fin 3) (Fin 3) ℝ) (c : ℝ) (D : Fin 3 → ℝ)
    (hS : Sᵀ = S) (htr : S.trace = 0)
    (h : ∀ u v : Fin 3 → ℝ, u ⬝ᵥ J *ᵥ v = c * (u ⬝ᵥ v) + u ⬝ᵥ S *ᵥ v + D ⬝ᵥ (u ⨯₃ v)) :
    c = isotropic J ∧ S = anisotropic J ∧ D = dmVector J := by
  -- moments along the coordinate axes pick out the single entries
  have e00 := h ![1, 0, 0] ![1, 0, 0]
  have e01 := h ![1, 0, 0] ![0, 1, 0]
  have e02 := h ![1, 0, 0] ![0, 0, 1]
  have e10 := h ![0, 1, 0] ![1, 0, 0]
  have e11 := h ![0, 1, 0] ![0, 1, 0]
  have e12 := h ![0, 1, 0] ![0, 0, 1]
  have e20 := h ![0, 0, 1] ![1, 0, 0]
  have e21 := h ![0, 0, 1] ![0, 1, 0]
  have e22 := h ![0, 0, 1] ![0, 0, 1]
  simp [Matrix.mulVec, dotProduct, Fin.sum_univ_three, cross_apply] at e00 e01 e02 e10 e11 e12 e20 e21 e22
  have s01 : S 1 0 = S 0 1 := congrFun (congrFun hS 0) 1
  have s02 : S 2 0 = S 0 2 := congrFun (congrFun hS 0) 2
  have s12 : S 2 1 = S 1 2 := congrFun (congrFun hS 1) 2
  rw [Matrix.trace_fin_three] at htr
  refine ⟨?_, ?_, ?_⟩
  · rw [isotropic, Matrix.trace_fin_three]
    linarith
  · ext i j
    fin_cases i <;> fin_cases j <;>
      simp [anisotropic, isotropic, Matrix.trace_fin_three] <;> linarith
  · ext i
    fin_cases i <;> simp [dmVector] <;> linarith

/-- When `J` is replaced by `M * J * Mᵀ`, for any matrix `M`, the Dzyaloshinskii-Moriya vector is
multiplied by the cofactor matrix of `M`. -/
theorem dmVector_conj (M J : Matrix (Fin 3) (Fin 3) ℝ) :
    dmVector (M * J * Mᵀ) = (adjugate M)ᵀ *ᵥ dmVector J := by
  ext i
  fin_cases i <;>
    simp [dmVector, Matrix.mul_apply, Fin.sum_univ_three, Matrix.adjugate_fin_three,
      Matrix.mulVec, dotProduct] <;> ring

/-- Under an orthogonal transformation `R` the Dzyaloshinskii-Moriya vector transforms as an
axial vector, `D ↦ det(R) R D`. -/
theorem dmVector_axial (R J : Matrix (Fin 3) (Fin 3) ℝ) (hR : R * Rᵀ = 1) :
    dmVector (R * J * Rᵀ) = R.det • (R *ᵥ dmVector J) := by
  -- the adjugate of an orthogonal matrix is its determinant times its transpose
  have hadj : adjugate R = R.det • Rᵀ := by
    calc adjugate R = adjugate R * (R * Rᵀ) := by rw [hR, mul_one]
      _ = R.det • Rᵀ := by
        rw [← mul_assoc, Matrix.adjugate_mul, Matrix.smul_mul, one_mul]
  rw [dmVector_conj, hadj, Matrix.transpose_smul, Matrix.transpose_transpose,
    Matrix.smul_mulVec]

/-- For a unit normal `n` the mirror is orthogonal and has determinant `-1`. -/
theorem mirror_improper (n : Fin 3 → ℝ) (hn : n ⬝ᵥ n = 1) :
    mirror n * (mirror n)ᵀ = 1 ∧ (mirror n).det = -1 := by
  constructor
  · have key : ∀ i j, (mirror n * (mirror n)ᵀ) i j - (1 : Matrix (Fin 3) (Fin 3) ℝ) i j
        = 4 * n i * n j * (n ⬝ᵥ n - 1) := by
      intro i j
      fin_cases i <;> fin_cases j <;>
        simp [mirror, Matrix.mul_apply, Fin.sum_univ_three, vecMulVec_apply,
          Matrix.one_apply, dotProduct] <;> ring
    ext i j
    have hij := key i j
    rw [hn, sub_self, mul_zero] at hij
    linarith
  · simp only [dotProduct, Fin.sum_univ_three] at hn
    rw [Matrix.det_fin_three]
    simp [mirror, vecMulVec_apply]
    linear_combination (-2) * hn

/-- The mirror matrix subtracts from a vector twice its overlap with `n`, times `n`. -/
theorem mirror_mulVec (n D : Fin 3 → ℝ) :
    mirror n *ᵥ D = D - (2 * (n ⬝ᵥ D)) • n := by
  ext i
  fin_cases i <;>
    simp [mirror, Matrix.mulVec, dotProduct, Fin.sum_univ_three, vecMulVec_apply,
      Matrix.one_apply] <;> ring

/-- The Dzyaloshinskii-Moriya vector vanishes exactly when the exchange tensor is symmetric. -/
theorem moriya_inversion (J : Matrix (Fin 3) (Fin 3) ℝ) : dmVector J = 0 ↔ Jᵀ = J := by
  constructor
  · intro h
    have h0 := congrFun h 0
    have h1 := congrFun h 1
    have h2 := congrFun h 2
    simp [dmVector] at h0 h1 h2
    ext i j
    fin_cases i <;> fin_cases j <;> simp <;> linarith
  · intro h
    have h01 : J 1 0 = J 0 1 := congrFun (congrFun h 0) 1
    have h02 : J 2 0 = J 0 2 := congrFun (congrFun h 0) 2
    have h12 : J 2 1 = J 1 2 := congrFun (congrFun h 1) 2
    ext i
    fin_cases i <;> simp [dmVector, h01, h02, h12]

/-- Moriya's rule for a mirror with unit normal `n` that leaves the exchange tensor unchanged:
the Dzyaloshinskii-Moriya vector lies along `n`. -/
theorem moriya_mirror_fixing (J : Matrix (Fin 3) (Fin 3) ℝ) (n : Fin 3 → ℝ) (hn : n ⬝ᵥ n = 1)
    (hJ : mirror n * J * (mirror n)ᵀ = J) : dmVector J = (n ⬝ᵥ dmVector J) • n := by
  obtain ⟨ho, hd⟩ := mirror_improper n hn
  have h := dmVector_axial (mirror n) J ho
  rw [hJ, hd, mirror_mulVec] at h
  ext i
  have hi := congrFun h i
  simp only [Pi.smul_apply, Pi.sub_apply, smul_eq_mul] at hi ⊢
  linarith

/-- Moriya's rule for a mirror with unit normal `n` that transposes the exchange tensor, as when
it swaps the two sites: the Dzyaloshinskii-Moriya vector lies in the mirror plane. -/
theorem moriya_mirror_swapping (J : Matrix (Fin 3) (Fin 3) ℝ) (n : Fin 3 → ℝ) (hn : n ⬝ᵥ n = 1)
    (hJ : mirror n * J * (mirror n)ᵀ = Jᵀ) : n ⬝ᵥ dmVector J = 0 := by
  obtain ⟨ho, hd⟩ := mirror_improper n hn
  have h := dmVector_axial (mirror n) J ho
  -- exchanging the sites reverses the vector
  have ht : dmVector Jᵀ = -dmVector J := by
    ext i
    fin_cases i <;> simp [dmVector] <;> ring
  rw [hJ, hd, mirror_mulVec, ht] at h
  have hc : ∀ i, (n ⬝ᵥ dmVector J) * n i = 0 := by
    intro i
    have hi := congrFun h i
    simp only [Pi.smul_apply, Pi.sub_apply, Pi.neg_apply, smul_eq_mul] at hi
    linarith
  have hn' : n 0 * n 0 + n 1 * n 1 + n 2 * n 2 = 1 := by
    simpa only [dotProduct, Fin.sum_univ_three] using hn
  linear_combination n 0 * hc 0 + n 1 * hc 1 + n 2 * hc 2 - (n ⬝ᵥ dmVector J) * hn'

/-- An exchange tensor with Dzyaloshinskii-Moriya vector `(0, 0, d)` that is unchanged by the
mirror with normal `z` and transposed by the mirror with normal `x`. -/
theorem moriya_mirror_witness (d : ℝ) :
    mirror ![0, 0, 1] * !![1, d, 0; -d, 1, 0; 0, 0, 1] * (mirror ![0, 0, 1])ᵀ
      = !![1, d, 0; -d, 1, 0; 0, 0, 1] ∧
    mirror ![1, 0, 0] * !![1, d, 0; -d, 1, 0; 0, 0, 1] * (mirror ![1, 0, 0])ᵀ
      = !![1, d, 0; -d, 1, 0; 0, 0, 1]ᵀ ∧
    dmVector !![1, d, 0; -d, 1, 0; 0, 0, 1] = ![0, 0, d] := by
  -- both mirrors are diagonal, with one reversed axis
  have hz : mirror ![0, 0, 1] = !![1, 0, 0; 0, 1, 0; 0, 0, -1] := by
    ext i j
    fin_cases i <;> fin_cases j <;> simp [mirror]
    norm_num
  have hx : mirror ![1, 0, 0] = !![-1, 0, 0; 0, 1, 0; 0, 0, 1] := by
    ext i j
    fin_cases i <;> fin_cases j <;> simp [mirror]
    norm_num
  refine ⟨?_, ?_, ?_⟩
  · rw [hz]
    ext i j
    fin_cases i <;> fin_cases j <;> simp [Matrix.mul_apply, Fin.sum_univ_three]
  · rw [hx]
    ext i j
    fin_cases i <;> fin_cases j <;> simp [Matrix.mul_apply, Fin.sum_univ_three]
  · ext i
    fin_cases i <;> simp [dmVector]

end

end ExchangeTensor
```

```lean
#print axioms ExchangeTensor.exchange_decomposition_unique
#print axioms ExchangeTensor.moriya_inversion
#print axioms ExchangeTensor.moriya_mirror_fixing
#print axioms ExchangeTensor.moriya_mirror_swapping
```

```
'ExchangeTensor.exchange_decomposition_unique' depends on axioms: [propext, Classical.choice, Quot.sound]
'ExchangeTensor.moriya_inversion' depends on axioms: [propext, Classical.choice, Quot.sound]
'ExchangeTensor.moriya_mirror_fixing' depends on axioms: [propext, Classical.choice, Quot.sound]
'ExchangeTensor.moriya_mirror_swapping' depends on axioms: [propext, Classical.choice, Quot.sound]
```

## From matrix entries to the mirror rules

The decomposition is proved by expansion: `simp` writes out the sums over three indices, and `ring` compares the resulting polynomials. For uniqueness, `e00` to `e22` are the nine energies with moments along the axes. The hypotheses on S supply the equal off-diagonal entries and the zero trace, and `linarith` solves the linear equations for c, S and D.

`dmVector_conj` checks the cofactor formula one component at a time. In `dmVector_axial`, the `calc` block is the line adj(R) = adj(R) R Rᵀ = det(R) Rᵀ, and the final rewriting transposes it.

For the mirror, `key` says that each entry of PPᵀ − 1 equals 4nᵢnⱼ(n·n − 1), which vanishes for a unit vector. The determinant is expanded to 1 − 2n·n, and `linear_combination` uses the normalisation to turn it into −1. `mirror_mulVec` is the formula for PD.

Both mirror rules insert these facts into the axial law. In the fixing case, `linarith` solves D = −D + 2(n·D)n component by component. In the swapping case, `ht` is the sign change of D under transposition, and `hc` says that every component of (n·D)n is zero. The closing `linear_combination` multiplies these components by nᵢ, adds them and uses n·n = 1. `moriya_inversion` compares the off-diagonal entries of J in pairs, and the witness is verified by multiplying out diagonal mirror matrices.

## The adjugate in place of an inverse

The Mathlib object that carries the transformation law is `adjugate`. It is built from determinants without division, so the cofactor law also holds for singular M. Mathlib's adjugate is the transpose of the cofactor matrix, hence the transpose in `(adjugate M)ᵀ`. Two lemmas do the work: `Matrix.adjugate_fin_three` writes out the nine entries for the component check, and `Matrix.adjugate_mul` states that adj(R) R = det(R) 1, which is what the orthogonal case needs.

## A uniform stretch breaks the axial law

Take R = 2·1, which is invertible but not orthogonal, and any J with D ≠ 0. Then RJRᵀ = 4J, so the new vector is 4D. The axial formula would give det(R) R D = 8 · 2D = 16D. Invertibility of R is therefore not enough for `dmVector_axial`. The cofactor law still gives the right answer, since cof(2·1) = 4·1.
